# Closed form of the second-order Görling–Levy correlation energy of the Hubbard dimer

A density-functional code for lattice models can be tested by running its second-order Görling–Levy (GL2) routine on two electrons in a two-site Hubbard model. The routine takes Kohn–Sham orbitals and orbital energies and sums over excitations. On this dimer the sum reduces to a function of the site occupations, so the output can be compared with a single expression.

## The energy from the occupations or from the gap

Number the sites 0 and 1, as Lean does. Let $t>0$ be the hopping, $U$ the on-site repulsion and $\pm v$ the Kohn–Sham site potentials, so that the one-electron Hamiltonian is

$$h=\begin{pmatrix} v&-t\\-t&-v\end{pmatrix}.$$

Its normalised real orbitals $\varphi,\chi$ have energies $e_0<e_1$ and gap $D=e_1-e_0$. Both electrons occupy $\varphi$. Write $\varphi_0^2=(1+r)/2$, so the site occupations are $1+r$ and $1-r$. Then $|r|<1$ and

$$E_c^{(2)}=-\frac{U^2(1-r^2)^{5/2}}{16t}=-\frac{2U^2t^4}{D^5}.$$

Once $U$ and $t$ are given, the first form needs only the density, the second only the gap. Two conventions matter in a comparison: the off-diagonal element is $-t$, and $v$ belongs to the non-interacting reference system, not to the external potential of the interacting one.

For $t=24$, $v=-7$ the orbitals are $(4/5,3/5)$ and $(-3/5,4/5)$, with energies $\mp25$ and $r=7/25$. Both forms give $E_c^{(2)}=-0.0021233664\,U^2$.

## From the excitation sum to the density

The GL2 perturbation is the repulsion minus the Hartree-exchange potential $U\varphi_i^2$ felt by each electron. On a pair wavefunction $\Psi_{ij}$ it multiplies by

$$W_{ij}=U\delta_{ij}-U\varphi_i^2-U\varphi_j^2 .$$

**Orthogonality and weights.** Since $h$ is symmetric, $(e_1-e_0)\sum_i\varphi_i\chi_i=0$, so $\varphi_0\chi_0=-\varphi_1\chi_1$. With normalisation,

$$\chi_0^2=\varphi_0^2\chi_0^2+\varphi_1^2\chi_0^2=\varphi_1^2(\chi_1^2+\chi_0^2)=\varphi_1^2,$$

and likewise $\chi_1^2=\varphi_0^2$.

**Single excitation.** The singlet $(\varphi_i\chi_j+\chi_i\varphi_j)/\sqrt2$ couples to the ground state by

$$\sqrt2\,U\Big[\sum_i\varphi_i^3\chi_i-\sum_i\varphi_i^4\sum_j\varphi_j\chi_j-\sum_i\varphi_i^2\sum_j\varphi_j^3\chi_j\Big]=0.$$

The middle term vanishes by orthogonality, and the outer two cancel by normalisation.

**Double excitation.** For $\chi_i\chi_j$ the potential terms vanish by orthogonality, which leaves

$$U\sum_i\varphi_i^2\chi_i^2=2U(\varphi_0\varphi_1)^2 .$$

Orbital energies add, so the denominator is $2D$. With $p=\varphi_0\varphi_1$,

$$E_c^{(2)}=-\frac{(2Up^2)^2}{2D}=-\frac{2U^2p^4}{D}.$$

**Gap.** Orthogonality and normalisation also give

$$\chi_0\chi_1=\chi_0\chi_1(\varphi_0^2+\varphi_1^2)=-\varphi_0\varphi_1(\chi_1^2+\chi_0^2)=-p.$$

The off-diagonal element of $h=e_0\varphi\varphi^T+e_1\chi\chi^T$ is therefore $-t=e_0p-e_1p$, so $Dp=t$. Substituting $p=t/D$ gives the gap form.

**Density.** Because $t$ and $D$ are positive, so is $p$. From $\varphi_1^2=(1-r)/2$ we get $1-r^2=4p^2>0$. Hence $|r|<1$ and $(1-r^2)^{5/2}=32p^5$. Replacing $1/D$ by $p/t$ gives $E_c^{(2)}=-2U^2p^5/t$, which is the density form.

## Lean source

```lean
import Mathlib

open Matrix

namespace HubbardDimerSecondOrder

noncomputable section

/-- One-electron Hamiltonian of the dimer with hopping `t` and site potentials `v`, `-v`. -/
def dimer (t v : ℝ) : Matrix (Fin 2) (Fin 2) ℝ := !![v, -t; -t, -v]

/-- `φ` and `χ` are normalised orbitals of the dimer with energies `e₀ < e₁`. -/
structure IsOrbitalPair (t v : ℝ) (φ χ : Fin 2 → ℝ) (e₀ e₁ : ℝ) : Prop where
  ground : dimer t v *ᵥ φ = e₀ • φ
  excited : dimer t v *ᵥ χ = e₁ • χ
  norm_ground : φ 0 ^ 2 + φ 1 ^ 2 = 1
  norm_excited : χ 0 ^ 2 + χ 1 ^ 2 = 1
  gap_pos : e₀ < e₁

/-- Hamiltonian of two non-interacting electrons, acting on a pair wavefunction `Ψ i j`. -/
def pairHamiltonian (h Ψ : Matrix (Fin 2) (Fin 2) ℝ) : Matrix (Fin 2) (Fin 2) ℝ :=
  h * Ψ + Ψ * hᵀ

/-- The perturbation: on-site repulsion `U` minus the Hartree-exchange potential `U φᵢ²`
felt by each of the two electrons. -/
def perturb (U : ℝ) (φ : Fin 2 → ℝ) (Ψ : Matrix (Fin 2) (Fin 2) ℝ) :
    Matrix (Fin 2) (Fin 2) ℝ :=
  Matrix.of fun i j => ((if i = j then U else 0) - U * φ i ^ 2 - U * φ j ^ 2) * Ψ i j

/-- Inner product of two real pair wavefunctions. -/
def overlap (Ψ Θ : Matrix (Fin 2) (Fin 2) ℝ) : ℝ := ∑ i, ∑ j, Ψ i j * Θ i j

/-- The singlet with one electron in `φ` and one in `χ`. -/
def singleExc (φ χ : Fin 2 → ℝ) : Matrix (Fin 2) (Fin 2) ℝ :=
  (√2)⁻¹ • (vecMulVec φ χ + vecMulVec χ φ)

/-- Second-order Görling-Levy correlation energy: the sum over the singly and the doubly
excited singlet, for orbital energies `e₀ ≠ e₁`. -/
def secondOrderEnergy (U : ℝ) (φ χ : Fin 2 → ℝ) (e₀ e₁ : ℝ) : ℝ :=
  -(overlap (singleExc φ χ) (perturb U φ (vecMulVec φ φ)) ^ 2 / ((e₀ + e₁) - (e₀ + e₀))
    + overlap (vecMulVec χ χ) (perturb U φ (vecMulVec φ φ)) ^ 2 / ((e₁ + e₁) - (e₀ + e₀)))

/-- A product of two orbitals is an eigenstate of the non-interacting pair Hamiltonian, and
its energy is the sum of the orbital energies. -/
theorem pair_energy {h : Matrix (Fin 2) (Fin 2) ℝ} {f g : Fin 2 → ℝ} {a b : ℝ}
    (hf : h *ᵥ f = a • f) (hg : h *ᵥ g = b • g) :
    pairHamiltonian h (vecMulVec f g) = (a + b) • vecMulVec f g := by
  ext i j
  have h1 := congrFun hf i
  have h2 := congrFun hg j
  simp only [Matrix.mulVec, dotProduct, Fin.sum_univ_two, Pi.smul_apply, smul_eq_mul] at h1 h2
  simp only [pairHamiltonian, Matrix.add_apply, Matrix.mul_apply, Fin.sum_univ_two,
    Matrix.transpose_apply, Matrix.smul_apply, vecMulVec_apply, smul_eq_mul]
  linear_combination g j * h1 + f i * h2

/-- The eigenvalue equation of the dimer, written out site by site. -/
theorem site_equations {t v e : ℝ} {f : Fin 2 → ℝ} (h : dimer t v *ᵥ f = e • f) :
    v * f 0 - t * f 1 = e * f 0 ∧ -t * f 0 - v * f 1 = e * f 1 := by
  have h0 := congrFun h 0
  have h1 := congrFun h 1
  simp [dimer, Matrix.mulVec, dotProduct, Fin.sum_univ_two] at h0 h1
  constructor <;> linarith

variable {t v e₀ e₁ : ℝ} {φ χ : Fin 2 → ℝ}

/-- The two orbitals are orthogonal, and the excited orbital has the site weights of the
ground orbital exchanged. -/
theorem orbital_weights (h : IsOrbitalPair t v φ χ e₀ e₁) :
    φ 0 * χ 0 + φ 1 * χ 1 = 0 ∧ χ 0 ^ 2 = φ 1 ^ 2 ∧ χ 1 ^ 2 = φ 0 ^ 2 := by
  obtain ⟨g0, g1⟩ := site_equations h.ground
  obtain ⟨x0, x1⟩ := site_equations h.excited
  have hN := h.norm_ground
  have hM := h.norm_excited
  -- symmetry of the Hamiltonian forces orthogonality at different energies
  have hO : φ 0 * χ 0 + φ 1 * χ 1 = 0 := by
    have hz : (e₁ - e₀) * (φ 0 * χ 0 + φ 1 * χ 1) = 0 := by
      linear_combination χ 0 * g0 + χ 1 * g1 - φ 0 * x0 - φ 1 * x1
    exact (mul_eq_zero.1 hz).resolve_left (sub_pos.2 h.gap_pos).ne'
  refine ⟨hO, ?_, ?_⟩
  · linear_combination (-χ 0 ^ 2) * hN + (φ 0 * χ 0 - φ 1 * χ 1) * hO + φ 1 ^ 2 * hM
  · linear_combination (-χ 1 ^ 2) * hN - (φ 0 * χ 0 - φ 1 * χ 1) * hO + φ 0 ^ 2 * hM

/-- The gap times the product of the two ground-orbital amplitudes equals the hopping `t`. -/
theorem gap_mul_amplitudes (h : IsOrbitalPair t v φ χ e₀ e₁) :
    (e₁ - e₀) * (φ 0 * φ 1) = t := by
  obtain ⟨g0, -⟩ := site_equations h.ground
  obtain ⟨x0, -⟩ := site_equations h.excited
  obtain ⟨hO, -, hd⟩ := orbital_weights h
  have hN := h.norm_ground
  have hK : χ 0 * χ 1 + φ 0 * φ 1 = 0 := by
    linear_combination (φ 0 * χ 1 + φ 1 * χ 0) * hO - χ 0 * χ 1 * hN
      - φ 0 * φ 1 * h.norm_excited
  -- off-diagonal element of the spectral decomposition
  linear_combination φ 1 * g0 + χ 1 * x0 + (e₁ - v) * hK + t * hd + t * hN

/-- For normalised orbitals of the dimer with `e₀ < e₁`, the second-order energy is
`-(U ∑ φᵢ² χᵢ²)² / (2D)` with `D = e₁ - e₀`. -/
theorem secondOrder_eq_double (U : ℝ) (h : IsOrbitalPair t v φ χ e₀ e₁) :
    secondOrderEnergy U φ χ e₀ e₁
      = -(U * ∑ i, φ i ^ 2 * χ i ^ 2) ^ 2 / (2 * (e₁ - e₀)) := by
  obtain ⟨hO, -, -⟩ := orbital_weights h
  have hS : overlap (singleExc φ χ) (perturb U φ (vecMulVec φ φ)) = 0 := by
    simp only [overlap, singleExc, perturb, Matrix.of_apply, Matrix.smul_apply,
      Matrix.add_apply, vecMulVec_apply, smul_eq_mul, Fin.sum_univ_two, ↓reduceIte,
      zero_ne_one, one_ne_zero]
    linear_combination
      (-2 * (√2)⁻¹ * U * (φ 0 ^ 3 * χ 0 + φ 1 ^ 3 * χ 1)) * h.norm_ground
      + (-2 * (√2)⁻¹ * U * (φ 0 ^ 4 + φ 1 ^ 4)) * hO
  have hD : overlap (vecMulVec χ χ) (perturb U φ (vecMulVec φ φ))
      = U * ∑ i, φ i ^ 2 * χ i ^ 2 := by
    simp only [overlap, perturb, Matrix.of_apply, vecMulVec_apply, Fin.sum_univ_two,
      ↓reduceIte, zero_ne_one, one_ne_zero]
    linear_combination (-2 * U * (φ 0 ^ 3 * χ 0 + φ 1 ^ 3 * χ 1)) * hO
  have hE : (e₁ + e₁) - (e₀ + e₀) = 2 * (e₁ - e₀) := by ring
  rw [secondOrderEnergy, hS, hD, hE]
  ring

/-- In terms of the gap `D = e₁ - e₀`, the second-order correlation energy of the dimer is
`-2 U² t⁴ / D⁵`. -/
theorem secondOrder_eq_gap (U : ℝ) (h : IsOrbitalPair t v φ χ e₀ e₁) :
    secondOrderEnergy U φ χ e₀ e₁ = -(2 * U ^ 2 * t ^ 4) / (e₁ - e₀) ^ 5 := by
  obtain ⟨-, hc, hd⟩ := orbital_weights h
  have key : ∀ D p : ℝ, 0 < D →
      -(U * (2 * p ^ 2)) ^ 2 / (2 * D) = -(2 * U ^ 2 * (D * p) ^ 4) / D ^ 5 := by
    intro D p hD
    rw [div_eq_div_iff (by positivity) (by positivity)]
    ring
  have hs : ∑ i, φ i ^ 2 * χ i ^ 2 = 2 * (φ 0 * φ 1) ^ 2 := by
    rw [Fin.sum_univ_two, hc, hd]
    ring
  rw [secondOrder_eq_double U h, hs, key _ _ (sub_pos.2 h.gap_pos), gap_mul_amplitudes h]

/-- For `t > 0` and ground-orbital weight `(1 + r)/2` on the first site, `|r| < 1` and the
second-order correlation energy is `-U² (1 - r²)^(5/2) / (16 t)`. -/
theorem secondOrder_eq_density (U : ℝ) {r : ℝ} (ht : 0 < t)
    (h : IsOrbitalPair t v φ χ e₀ e₁) (hr : φ 0 ^ 2 = (1 + r) / 2) :
    |r| < 1 ∧ secondOrderEnergy U φ χ e₀ e₁
      = -(U ^ 2 * (1 - r ^ 2) ^ (5 / 2 : ℝ)) / (16 * t) := by
  have hgap := gap_mul_amplitudes h
  have hD : 0 < e₁ - e₀ := sub_pos.2 h.gap_pos
  -- the ground orbital has amplitudes of equal sign
  have hp : 0 < φ 0 * φ 1 := by
    by_contra hn
    have := mul_nonneg hD.le (neg_nonneg.2 (not_lt.1 hn))
    linarith
  have hq : 1 - r ^ 2 = (2 * (φ 0 * φ 1)) ^ 2 := by
    linear_combination (-4 * φ 1 ^ 2 + 2 * (1 + r)) * hr - 2 * (1 + r) * h.norm_ground
  have hpow : ((2 * (φ 0 * φ 1)) ^ 2) ^ (5 / 2 : ℝ) = (2 * (φ 0 * φ 1)) ^ 5 := by
    have h2 : 0 ≤ 2 * (φ 0 * φ 1) := by linarith
    rw [← Real.rpow_natCast (2 * (φ 0 * φ 1)) 2, ← Real.rpow_mul h2,
      ← Real.rpow_natCast (2 * (φ 0 * φ 1)) 5]
    congr 1
    norm_num
  have key : ∀ D p : ℝ, 0 < D → 0 < p →
      -(2 * U ^ 2 * (D * p) ^ 4) / D ^ 5 = -(U ^ 2 * (2 * p) ^ 5) / (16 * (D * p)) := by
    intro D p hD hp
    rw [div_eq_div_iff (by positivity) (by positivity)]
    ring
  constructor
  · have hlt : r ^ 2 < 1 := by
      have : 0 < (2 * (φ 0 * φ 1)) ^ 2 := pow_pos (by linarith) 2
      linarith
    exact abs_lt.2 ⟨by nlinarith, by nlinarith⟩
  · have hk := key _ _ hD hp
    rw [hgap] at hk
    rw [secondOrder_eq_gap U h, hq, hpow, hk]

/-- The dimer with `t = 24`, `v = -7` has orbitals `(4/5, 3/5)` and `(-3/5, 4/5)` with energies
`-25` and `25`, and its ground-orbital weight on the first site is `(1 + 7/25)/2`. -/
theorem isOrbitalPair_witness :
    IsOrbitalPair 24 (-7) ![4 / 5, 3 / 5] ![-3 / 5, 4 / 5] (-25) 25 ∧
      (![4 / 5, 3 / 5] : Fin 2 → ℝ) 0 ^ 2 = (1 + 7 / 25) / 2 := by
  refine ⟨⟨?_, ?_, ?_, ?_, ?_⟩, ?_⟩
  · ext i
    fin_cases i <;> norm_num [dimer, Matrix.mulVec, dotProduct, Fin.sum_univ_two]
  · ext i
    fin_cases i <;> norm_num [dimer, Matrix.mulVec, dotProduct, Fin.sum_univ_two]
  all_goals norm_num

end

end HubbardDimerSecondOrder
```

```lean
#print axioms HubbardDimerSecondOrder.pair_energy
-- 'HubbardDimerSecondOrder.pair_energy' depends on axioms: [propext, Classical.choice, Quot.sound]
#print axioms HubbardDimerSecondOrder.secondOrder_eq_gap
-- 'HubbardDimerSecondOrder.secondOrder_eq_gap' depends on axioms: [propext, Classical.choice, Quot.sound]
#print axioms HubbardDimerSecondOrder.secondOrder_eq_density
-- 'HubbardDimerSecondOrder.secondOrder_eq_density' depends on axioms: [propext, Classical.choice, Quot.sound]
```

## What the theorems say about the dimer

`dimer t v` is $h$, and `IsOrbitalPair` collects the two eigenvalue equations, the two normalisations and $e_0<e_1$. Orthogonality is not assumed. Pair wavefunctions are real $2\times2$ matrices, with `vecMulVec φ φ` as the ground state, and `perturb` applies $W$. `secondOrderEnergy` is the sum over both excited singlets, including the single excitation that turns out not to contribute.

`secondOrder_eq_density` states that if $t>0$, the orbitals form such a pair and $\varphi_0^2=(1+r)/2$, then $|r|<1$ and the density form holds, for every real $U$. The exponent is a real power. `secondOrder_eq_gap` gives the gap form without a condition on the sign of $t$. `isOrbitalPair_witness` confirms the orbitals and the value of $r$ in the numerical example.

The GL2 expression enters as a definition; its derivation from the coupling-constant expansion at fixed density is not part of the file. Nor does the file construct orbitals for general $t$ and $v$, or bound the rounding error of a floating-point implementation. The result concerns second order only, for two electrons on two sites, and gives no estimate of the distance to the full correlation energy.

## How the lemmas match the algebra

`pair_energy` shows that a product of orbitals is an eigenstate of the non-interacting pair Hamiltonian with the sum of the orbital energies. This justifies the denominators written into `secondOrderEnergy`. `site_equations` writes the eigenvalue equation in components.

`orbital_weights` proves orthogonality and the exchange of weights, and `gap_mul_amplitudes` proves $Dp=t$. In both, `linear_combination` names the multiples of the known equations that add up to the goal, and Lean checks the remaining polynomial identity.

In `secondOrder_eq_double`, `hS` is the vanishing single coupling and `hD` the double one. `secondOrder_eq_gap` then inserts the exchanged weights and $Dp=t$. In `secondOrder_eq_density`, `hp` establishes $p>0$, `hq` rewrites $1-r^2$ as $(2p)^2$, and `hpow` uses the sign of $p$ to turn the $5/2$ power into $(2p)^5$.
